# The Thomas–Fermi–Weizsäcker kinetic energy of a nonconstant positive density on [0,1] has no single degree under density scaling

## Rescaling a trial density

When an orbital-free calculation rescales a trial density n to the required electron number, it replaces n by ξn with some factor ξ > 0, and the kinetic energy has to be updated. If the kinetic energy is the sum of a Thomas–Fermi and a Weizsäcker term, no new integration is needed, provided that the two terms have been stored separately: the Weizsäcker term is multiplied by ξ and the Thomas–Fermi term by ξ^(5/3). If only the total has been stored, the simplest update would be to multiply it by ξ^k, with one exponent k that is right for every ξ. For a continuously differentiable, positive density on the interval [0,1], such an exponent exists only if the density is constant.

The scaling here multiplies the values of the density, so a density with N electrons becomes one with ξN. It is different from uniform coordinate scaling, which compresses or stretches the density and keeps N fixed.

## Two terms with different degrees

Let n be continuously differentiable and positive on [0,1], and let c > 0. In atomic units, define

W[n] = ∫₀¹ n′(x)² / (8 n(x)) dx

F[n] = ∫₀¹ n(x)^(5/3) dx

T[n] = ∫₀¹ ( n′(x)² / (8 n(x)) + c n(x)^(5/3) ) dx = W[n] + c F[n].

The term c n^(5/3) stands for the kinetic energy per unit volume of a uniform gas of non-interacting electrons with density n; for a spin-unpolarised gas in three dimensions, c is (3/10)(3π²)^(2/3). The exponent 5/3 also belongs to three dimensions, so T[n] can be read as the energy per unit area of a slab whose density varies along one direction only.

Replacing n by ξn replaces n′ by ξn′. The two integrands become

(ξn′)² / (8ξn) = ξ · n′² / (8n)

(ξn)^(5/3) = ξ^(5/3) · n^(5/3),

and integration gives

T[ξn] = ξ W[n] + c ξ^(5/3) F[n].

Both terms are positive when n is not constant. For F[n] this follows because the integrand is continuous and positive. For W[n], the integrand is continuous and nonnegative. If n′ vanished everywhere on [0,1], n would be constant, so there is a point z with n′(z) ≠ 0. The integrand is positive at z and, by continuity, near z, which makes the integral positive.

## Two scalings rule out every exponent

A single scaling cannot decide the matter: for one fixed ξ ≠ 1, some k always fits the ratio T[ξn]/T[n]. Two scalings, by g and by g², are enough. Let g > 0 with g ≠ 1, and write

A = W[n], B = c F[n], b = g^(5/3), t = g^k.

Since (g²)^p = (g^p)² for every real p, an exponent k that described both scalings would give

gA + bB = t(A + B)

g²A + b²B = t²(A + B).

After division by A + B, these equations say that the numbers g and b, weighted by the two energies, have mean t and mean square t². Their variance is therefore zero. To see this explicitly, multiply the second equation by A + B and insert the square of the first:

(A + B)(g²A + b²B) = t²(A + B)² = (gA + bB)².

When both sides are expanded, the terms g²A² and b²B² cancel, and what remains is

AB(g² + b² − 2gb) = AB(g − b)² = 0.

As A and B are positive, g = b = g^(5/3). Taking logarithms gives ln g = (5/3) ln g, hence ln g = 0 and g = 1, which contradicts the choice of g.

## Constant densities and the range in between

If n is constant, then n′ = 0 and W[n] = 0. Only the Thomas–Fermi term is left, and T[ξn] = ξ^(5/3) T[n]. A degree therefore exists exactly when the density is constant.

For a nonconstant density and ξ > 1, we have ξ < ξ^(5/3), and the scaling formula gives

T[ξn] − ξ T[n] = (ξ^(5/3) − ξ) c F[n] > 0

ξ^(5/3) T[n] − T[ξn] = (ξ^(5/3) − ξ) W[n] > 0.

The rescaled energy thus lies strictly between the values that the two pure power laws would predict.

The limits of small and large ξ show how the two laws share the work. The local exponent is

d ln T[ξn] / d ln ξ = (W[n] + (5/3) c ξ^(2/3) F[n]) / (W[n] + c ξ^(2/3) F[n]).

For a nonconstant density it tends to 1 as ξ → 0, where the Weizsäcker term dominates, and to 5/3 as ξ → ∞, where the Thomas–Fermi term does. This formula is a supplement by ordinary calculus and does not appear in the Lean file.

## Densities, gradients and powers in Lean

A density is a function `n : ℝ → ℝ` that satisfies `IsDensity n`: it is continuously differentiable on `Icc 0 1`, the closed interval, and positive at each of its points. Its values elsewhere play no role. No normalisation is imposed, as the scaling changes the electron number.

The gradient is `derivWithin n (Icc 0 1) x`, the derivative taken within the interval, which is one-sided at 0 and 1. The power 5/3 is a real power, and so is ξ^k, with k any real number. The functionals W, F and T are `weizsacker`, `thomasFermi` and `kinetic c`. The last is defined as one integral of the summed energy density, and its splitting into two integrals is proved.

That n is not constant is expressed by two points x and y in [0,1] with `n x ≠ n y`. The theorem `no_homogeneity_degree` then says that, for c > 0, no real k satisfies T[ξn] = ξ^k T[n] for all ξ > 0. The sharper `two_scalings_exclude_degree` needs only the factors g and g², `homogeneous_iff_constant` gives the equivalence with constancy, and `kinetic_scale_bounds` gives the two strict inequalities.

Positivity on the closed interval excludes densities that vanish at a hard wall or at a node. The theorems concern this approximate functional in one variable on a finite interval; they say nothing about the exact kinetic energy functional or about densities on all of space.

```lean
import Mathlib

open Set

namespace KineticDensityScaling

noncomputable section

/-- An admissible density on the unit interval: continuously differentiable and positive
on `[0,1]`. -/
structure IsDensity (n : ℝ → ℝ) : Prop where
  smooth : ContDiffOn ℝ 1 n (Icc 0 1)
  pos : ∀ x ∈ Icc (0 : ℝ) 1, 0 < n x

/-- The Weizsäcker energy density `n'² / (8 n)` on `[0,1]`, meant for points where `n` is
not zero. -/
def weizsackerDensity (n : ℝ → ℝ) (x : ℝ) : ℝ :=
  (derivWithin n (Icc 0 1) x) ^ 2 / (8 * n x)

/-- The Weizsäcker functional, the integral of `n'² / (8 n)` over `[0,1]`, meant for
positive densities. -/
def weizsacker (n : ℝ → ℝ) : ℝ := ∫ x in (0 : ℝ)..1, weizsackerDensity n x

/-- The Thomas-Fermi integral of `n^(5/3)` over `[0,1]`, without its prefactor. -/
def thomasFermi (n : ℝ → ℝ) : ℝ := ∫ x in (0 : ℝ)..1, n x ^ (5 / 3 : ℝ)

/-- The kinetic functional `T[n]`, the integral of `n'² / (8 n) + c n^(5/3)` over `[0,1]`,
meant for positive densities. -/
def kinetic (c : ℝ) (n : ℝ → ℝ) : ℝ :=
  ∫ x in (0 : ℝ)..1, (weizsackerDensity n x + c * n x ^ (5 / 3 : ℝ))

/-- The Weizsäcker energy density of an admissible density is continuous on `[0,1]`. -/
lemma IsDensity.continuousOn_weizsacker {n : ℝ → ℝ} (h : IsDensity n) :
    ContinuousOn (weizsackerDensity n) (Icc 0 1) := by
  have hd := h.smooth.continuousOn_derivWithin (uniqueDiffOn_Icc zero_lt_one) le_rfl
  exact (hd.pow 2).div (continuousOn_const.mul h.smooth.continuousOn)
    (fun x hx => mul_ne_zero (by norm_num) (h.pos x hx).ne')

/-- The Thomas-Fermi integrand of an admissible density is continuous on `[0,1]`. -/
lemma IsDensity.continuousOn_thomasFermi {n : ℝ → ℝ} (h : IsDensity n) :
    ContinuousOn (fun x => n x ^ (5 / 3 : ℝ)) (Icc 0 1) :=
  h.smooth.continuousOn.rpow_const (fun x hx => Or.inl (h.pos x hx).ne')

/-- For an admissible density and `ξ > 0`, the Weizsäcker functional has degree 1:
`W[ξ n] = ξ W[n]`. -/
theorem weizsacker_scale {n : ℝ → ℝ} (h : IsDensity n) {ξ : ℝ} (hξ : 0 < ξ) :
    weizsacker (fun x => ξ * n x) = ξ * weizsacker n := by
  unfold weizsacker
  rw [← intervalIntegral.integral_const_mul]
  refine intervalIntegral.integral_congr (fun x hx => ?_)
  rw [uIcc_of_le (zero_le_one' ℝ)] at hx
  -- the gradient scales linearly, also at the end points
  have hd : derivWithin (fun y => ξ * n y) (Icc 0 1) x = ξ * derivWithin n (Icc 0 1) x :=
    (((h.smooth.differentiableOn (by norm_num)) x hx).hasDerivWithinAt.const_mul
      ξ).derivWithin (uniqueDiffOn_Icc zero_lt_one x hx)
  have hn : n x ≠ 0 := (h.pos x hx).ne'
  have hξ' : ξ ≠ 0 := hξ.ne'
  simp only [weizsackerDensity, hd]
  field_simp

/-- For an admissible density and `ξ > 0`, the Thomas-Fermi integral has degree 5/3:
`F[ξ n] = ξ^(5/3) F[n]`. -/
theorem thomasFermi_scale {n : ℝ → ℝ} (h : IsDensity n) {ξ : ℝ} (hξ : 0 < ξ) :
    thomasFermi (fun x => ξ * n x) = ξ ^ (5 / 3 : ℝ) * thomasFermi n := by
  unfold thomasFermi
  rw [← intervalIntegral.integral_const_mul]
  refine intervalIntegral.integral_congr (fun x hx => ?_)
  rw [uIcc_of_le (zero_le_one' ℝ)] at hx
  exact Real.mul_rpow hξ.le (h.pos x hx).le

/-- The kinetic functional of an admissible density is the Weizsäcker functional plus `c`
times the Thomas-Fermi integral. -/
lemma kinetic_split (c : ℝ) {n : ℝ → ℝ} (h : IsDensity n) :
    kinetic c n = weizsacker n + c * thomasFermi n := by
  unfold kinetic weizsacker thomasFermi
  rw [← intervalIntegral.integral_const_mul]
  exact intervalIntegral.integral_add
    (h.continuousOn_weizsacker.intervalIntegrable_of_Icc zero_le_one)
    ((continuousOn_const.mul h.continuousOn_thomasFermi).intervalIntegrable_of_Icc
      zero_le_one)

/-- For an admissible density and `ξ > 0`, `T[ξ n] = ξ W[n] + c ξ^(5/3) F[n]`. -/
theorem kinetic_scale (c : ℝ) {n : ℝ → ℝ} (h : IsDensity n) {ξ : ℝ} (hξ : 0 < ξ) :
    kinetic c (fun x => ξ * n x)
      = ξ * weizsacker n + c * (ξ ^ (5 / 3 : ℝ) * thomasFermi n) := by
  have hs : IsDensity (fun x => ξ * n x) :=
    ⟨contDiffOn_const.mul h.smooth, fun x hx => mul_pos hξ (h.pos x hx)⟩
  rw [kinetic_split c hs, weizsacker_scale h hξ, thomasFermi_scale h hξ]

/-- The Thomas-Fermi integral of an admissible density is positive. -/
lemma thomasFermi_pos {n : ℝ → ℝ} (h : IsDensity n) : 0 < thomasFermi n :=
  intervalIntegral.integral_pos zero_lt_one h.continuousOn_thomasFermi
    (fun x hx => (Real.rpow_pos_of_pos (h.pos x (Ioc_subset_Icc_self hx)) _).le)
    ⟨0, by simp, Real.rpow_pos_of_pos (h.pos 0 (by simp)) _⟩

/-- The Weizsäcker functional of an admissible density that is not constant on `[0,1]` is
positive. -/
theorem weizsacker_pos {n : ℝ → ℝ} (h : IsDensity n)
    (hn : ∃ x ∈ Icc (0 : ℝ) 1, ∃ y ∈ Icc (0 : ℝ) 1, n x ≠ n y) : 0 < weizsacker n := by
  -- somewhere the gradient is not zero, otherwise the density would be constant
  have hz : ∃ z ∈ Icc (0 : ℝ) 1, derivWithin n (Icc 0 1) z ≠ 0 := by
    by_contra hcon
    push Not at hcon
    obtain ⟨x, hx, y, hy, hxy⟩ := hn
    have hc := constant_of_derivWithin_zero (h.smooth.differentiableOn (by norm_num))
      (fun z hz => hcon z (Ico_subset_Icc_self hz))
    exact hxy ((hc x hx).trans (hc y hy).symm)
  obtain ⟨z, hz, hdz⟩ := hz
  refine intervalIntegral.integral_pos zero_lt_one h.continuousOn_weizsacker
    (fun x hx => ?_) ⟨z, hz, ?_⟩
  · have := h.pos x (Ioc_subset_Icc_self hx)
    unfold weizsackerDensity
    positivity
  · have := h.pos z hz
    unfold weizsackerDensity
    positivity

/-- Two scalings suffice: for `c > 0`, a nonconstant admissible density and `g > 0` with
`g ≠ 1`, no exponent `k` describes both `T[g n]` and `T[g² n]`. -/
theorem two_scalings_exclude_degree {c : ℝ} (hc : 0 < c) {n : ℝ → ℝ} (h : IsDensity n)
    (hn : ∃ x ∈ Icc (0 : ℝ) 1, ∃ y ∈ Icc (0 : ℝ) 1, n x ≠ n y)
    {g : ℝ} (hg : 0 < g) (hg1 : g ≠ 1) (k : ℝ) :
    ¬ (kinetic c (fun x => g * n x) = g ^ k * kinetic c n ∧
      kinetic c (fun x => g ^ 2 * n x) = (g ^ 2) ^ k * kinetic c n) := by
  rintro ⟨h1, h2⟩
  have hW := weizsacker_pos h hn
  have hF := mul_pos hc (thomasFermi_pos h)
  have hsq : ∀ p : ℝ, (g ^ 2) ^ p = (g ^ p) ^ 2 := fun p => by
    rw [pow_two, Real.mul_rpow hg.le hg.le, pow_two]
  rw [kinetic_scale c h hg, kinetic_split c h] at h1
  rw [kinetic_scale c h (pow_pos hg 2), kinetic_split c h, hsq, hsq] at h2
  -- the variance of the two scale factors, weighted by the two energies, vanishes
  have hvar : weizsacker n * (c * thomasFermi n) * (g - g ^ (5 / 3 : ℝ)) ^ 2 = 0 := by
    linear_combination (weizsacker n + c * thomasFermi n) * h2
      - (g * weizsacker n + c * (g ^ (5 / 3 : ℝ) * thomasFermi n)
        + g ^ k * (weizsacker n + c * thomasFermi n)) * h1
  have h0 : (g - g ^ (5 / 3 : ℝ)) ^ 2 = 0 :=
    (mul_eq_zero.mp hvar).resolve_left (mul_pos hW hF).ne'
  have heq : g = g ^ (5 / 3 : ℝ) := sub_eq_zero.mp (pow_eq_zero_iff two_ne_zero |>.mp h0)
  have hlog := congrArg Real.log heq
  rw [Real.log_rpow hg] at hlog
  exact hg1 (Real.eq_one_of_pos_of_log_eq_zero hg (by linarith))

/-- For `c > 0` and an admissible density, there is a single real `k` with `T[ξ n] = ξ^k T[n]` for
all `ξ > 0` exactly when the density is constant on `[0,1]`. -/
theorem homogeneous_iff_constant {c : ℝ} (hc : 0 < c) {n : ℝ → ℝ} (h : IsDensity n) :
    (∃ k : ℝ, ∀ ξ : ℝ, 0 < ξ → kinetic c (fun x => ξ * n x) = ξ ^ k * kinetic c n) ↔
      ∀ x ∈ Icc (0 : ℝ) 1, ∀ y ∈ Icc (0 : ℝ) 1, n x = n y := by
  constructor
  · rintro ⟨k, hk⟩
    by_contra hcon
    push Not at hcon
    exact two_scalings_exclude_degree hc h hcon (g := 2) (by norm_num) (by norm_num) k
      ⟨hk 2 (by norm_num), hk (2 ^ 2) (by norm_num)⟩
  · intro hconst
    -- without a gradient only the Thomas-Fermi term is left
    have hW : weizsacker n = 0 := by
      have h0 : weizsacker n = ∫ _x in (0 : ℝ)..1, (0 : ℝ) := by
        refine intervalIntegral.integral_congr (fun x hx => ?_)
        rw [uIcc_of_le (zero_le_one' ℝ)] at hx
        have hd : derivWithin n (Icc 0 1) x = 0 :=
          ((hasDerivWithinAt_const x (Icc (0 : ℝ) 1) (n x)).congr
            (fun y hy => hconst y hy x hx) rfl).derivWithin
            (uniqueDiffOn_Icc zero_lt_one x hx)
        simp [weizsackerDensity, hd]
      rw [h0, intervalIntegral.integral_zero]
    refine ⟨5 / 3, fun ξ hξ => ?_⟩
    rw [kinetic_scale c h hξ, kinetic_split c h, hW]
    ring

/-- For `c > 0` and a nonconstant admissible density, no real `k` satisfies
`T[ξ n] = ξ^k T[n]` for all `ξ > 0`. -/
theorem no_homogeneity_degree {c : ℝ} (hc : 0 < c) {n : ℝ → ℝ} (h : IsDensity n)
    (hn : ∃ x ∈ Icc (0 : ℝ) 1, ∃ y ∈ Icc (0 : ℝ) 1, n x ≠ n y) :
    ¬ ∃ k : ℝ, ∀ ξ : ℝ, 0 < ξ →
      kinetic c (fun x => ξ * n x) = ξ ^ k * kinetic c n := by
  intro hk
  obtain ⟨x, hx, y, hy, hxy⟩ := hn
  exact hxy ((homogeneous_iff_constant hc h).mp hk x hx y hy)

/-- For `c > 0`, a nonconstant admissible density and `ξ > 1`, the scaled energy `T[ξ n]`
lies strictly between `ξ T[n]` and `ξ^(5/3) T[n]`. -/
theorem kinetic_scale_bounds {c : ℝ} (hc : 0 < c) {n : ℝ → ℝ} (h : IsDensity n)
    (hn : ∃ x ∈ Icc (0 : ℝ) 1, ∃ y ∈ Icc (0 : ℝ) 1, n x ≠ n y) {ξ : ℝ} (hξ : 1 < ξ) :
    ξ * kinetic c n < kinetic c (fun x => ξ * n x) ∧
      kinetic c (fun x => ξ * n x) < ξ ^ (5 / 3 : ℝ) * kinetic c n := by
  have hlt : ξ ^ (1 : ℝ) < ξ ^ (5 / 3 : ℝ) :=
    (Real.rpow_lt_rpow_left_iff hξ).2 (by norm_num)
  rw [Real.rpow_one] at hlt
  have hW := mul_pos (sub_pos.mpr hlt) (weizsacker_pos h hn)
  have hF := mul_pos (sub_pos.mpr hlt) (mul_pos hc (thomasFermi_pos h))
  rw [kinetic_scale c h (by linarith), kinetic_split c h]
  constructor <;> nlinarith

end

end KineticDensityScaling
```

```lean
#print axioms KineticDensityScaling.thomasFermi_scale
-- 'KineticDensityScaling.thomasFermi_scale' depends on axioms: [propext, Classical.choice, Quot.sound]
#print axioms KineticDensityScaling.no_homogeneity_degree
-- 'KineticDensityScaling.no_homogeneity_degree' depends on axioms: [propext, Classical.choice, Quot.sound]
#print axioms KineticDensityScaling.kinetic_scale_bounds
-- 'KineticDensityScaling.kinetic_scale_bounds' depends on axioms: [propext, Classical.choice, Quot.sound]
```

## From the integrands to the scaling formula

The lemmas `IsDensity.continuousOn_weizsacker` and `IsDensity.continuousOn_thomasFermi` show that both integrands are continuous on [0,1]. Positivity enters here because the first integrand has n in its denominator. Continuity makes both terms integrable, and `kinetic_split` uses this to write T as W + cF.

The theorems `weizsacker_scale` and `thomasFermi_scale` move the constant factor inside the integral and compare the integrands point by point. In the first, `hd` is the rule (ξn)′ = ξn′, which also holds at the end points, and `field_simp` cancels one factor of ξ. In the second, the work is done by the product rule for real powers, `Real.mul_rpow`. The theorem `kinetic_scale` checks that ξn is again an admissible density and combines the two results. It holds for every real c; the sign of c matters only later.

## Positivity and the vanishing variance

Both positivity results use `intervalIntegral.integral_pos`, which asks for a continuous, nonnegative integrand that is positive at some point. For `thomasFermi_pos` that point is 0. For `weizsacker_pos` it is a point z with nonzero gradient, found by contradiction: if the gradient vanished throughout, `constant_of_derivWithin_zero` would make n constant.

In `two_scalings_exclude_degree`, the hypotheses `h1` and `h2` are rewritten into the two equations for A and B, with `hsq` supplying (g²)^p = (g^p)². The step `hvar` is the variance identity. Its `linear_combination` multiplies the second equation by A + B and subtracts the first multiplied by gA + bB + t(A + B), which is the squaring step of the derivation written as a difference of squares. Since AB is positive, the square (g − b)² must vanish, and the logarithm then gives g = 1.

The forward direction of `homogeneous_iff_constant` applies this theorem with g = 2, so that only the factors 2 and 4 are used. The reverse direction shows that the gradient of a constant density is zero, hence W = 0, and supplies k = 5/3. The theorem `no_homogeneity_degree` follows from the forward direction.

For `kinetic_scale_bounds`, the terms `hW` and `hF` state that (ξ^(5/3) − ξ)W and (ξ^(5/3) − ξ)cF are positive. These are the two differences computed above, and `nlinarith` reads off one inequality from each.
